# Projected Wannier columns are unchanged by a unitary mixing of the bands

## One band and its phase

Let a single band have the coefficient column $c$, normalised by $c^\dagger S c=1$ with an overlap matrix $S$. A trial orbital $g$ has the projection $a=c^\dagger S g$. If $a\neq 0$, set $w=c\,a/|a|$. A diagonalizer may equally well return $e^{i\theta}c$. Then $a$ becomes $e^{-i\theta}a$, $|a|$ stays the same, and the two phases cancel in $w$.

## Several bands with an overlap matrix

In ultrasoft and PAW calculations the smooth bands solve $H\psi=\varepsilon S\psi$, where $S$ restores the charge lost in smoothing. The solver fixes nondegenerate eigenvectors only up to a phase, and degenerate ones only up to a unitary mixing.

Collect the bands as columns of $C$, with $C^\dagger SC=1$, and equally many trial orbitals as columns of $G$. Put
$$A=C^\dagger SG,\qquad W=CA(A^\dagger A)^{-1/2}.$$
If $A$ is invertible, then $W^\dagger SW=1$, and $W$ is unchanged when $C$ becomes $CU$ with $U$ unitary.

At one crystal momentum and in a finite basis, such a $W$ is a starting guess for Wannier functions that is free of the solver's phases. $U$ may mix only the selected bands. If the selection cuts through a degenerate level, their span depends on the solver's choice, and $W$ can change with it.

## Orthonormality and cancellation of the gauge

Let $M=A^\dagger A$. For $x\neq0$, $x^\dagger Mx=\|Ax\|^2>0$, so $M=V\Lambda V^\dagger$ with $V$ unitary and $\Lambda$ diagonal with positive entries. Set $R=V\Lambda^{-1/2}V^\dagger$. Then $R^\dagger=R$ and
$$RMR=V\Lambda^{-1/2}\Lambda\Lambda^{-1/2}V^\dagger=1.$$
With $Q=AR$ we get $Q^\dagger Q=RMR=1$, and since $W=CQ$,
$$W^\dagger SW=Q^\dagger(C^\dagger SC)Q=Q^\dagger Q=1.$$

Under $C\to CU$,
$$A\to U^\dagger A,\qquad A^\dagger A\to A^\dagger UU^\dagger A=A^\dagger A.$$
The matrix $R$ depends only on $M$, not on the choice of $V$: it equals $p(M)$ for any polynomial $p$ with $p(\lambda)=\lambda^{-1/2}$ at each eigenvalue $\lambda$ of $M$. So $R$ is unchanged, and $W\to CU\,U^\dagger AR=W$.

Since $Q$ is square, $QQ^\dagger=1$ as well, and hence $WW^\dagger=CC^\dagger$. When every selected band has occupation one, this is their contribution to the density matrix at this crystal momentum, in the given basis. Invertibility of $A$ is also necessary for orthonormal columns: if $CAT$ is $S$-orthonormal for some square $T$, then $(AT)^\dagger AT=1$. Hence $AT(AT)^\dagger=1$, and $A$ is invertible.

## Reading the Lean statement

The finite type `n` labels basis functions; `k` labels both bands and trial orbitals, and is not the crystal momentum. `projection S C G` is $A$, `wannier S C G` is $W$, and `ᴴ` is the conjugate transpose. The hypothesis `hC` is $C^\dagger SC=1$, and `hA : IsUnit (projection S C G)` says that $A$ is invertible: no nontrivial combination of the trial orbitals has zero projection on all the bands. $S$ may be any square matrix; Hermiticity is not used.

What Lean calls Wannier columns are Bloch-like orbitals at one crystal momentum. The step to textbook Wannier functions, a Fourier sum over crystal momenta, is left out, and with it their localisation.

```lean
import Mathlib

open Matrix
open scoped ComplexOrder

namespace ProjectedWannier

noncomputable section

variable {n k : Type*} [Fintype n] [Fintype k] [DecidableEq k]

/-- For a Hermitian matrix, the matrix built from the same eigenvectors in which an eigenvalue
`x > 0` becomes `1 / √x` and any other eigenvalue becomes zero. For a positive definite matrix this
is the inverse square root. -/
def invSqrt {M : Matrix k k ℂ} (hM : M.IsHermitian) : Matrix k k ℂ :=
  (hM.eigenvectorUnitary : Matrix k k ℂ) *
    diagonal (fun i => (((√(hM.eigenvalues i))⁻¹ : ℝ) : ℂ)) *
    (hM.eigenvectorUnitary : Matrix k k ℂ)ᴴ

omit [Fintype k] [DecidableEq k] in
/-- The projections `A = Cᴴ S G` of the trial orbitals `G` on the bands `C`,
with overlap matrix `S`. -/
def projection (S : Matrix n n ℂ) (C G : Matrix n k ℂ) : Matrix k k ℂ := Cᴴ * S * G

/-- The projected Wannier columns `C A (Aᴴ A)^(-1/2)` with `A = Cᴴ S G`. -/
def wannier (S : Matrix n n ℂ) (C G : Matrix n k ℂ) : Matrix n k ℂ :=
  C * (projection S C G * invSqrt (isHermitian_conjTranspose_mul_self (projection S C G)))

/-- The inverse square root `R` of a positive definite matrix `M` is positive semidefinite
and satisfies `R M R = 1`. -/
theorem invSqrt_spec {M : Matrix k k ℂ} (hM : M.PosDef) :
    (invSqrt hM.isHermitian).PosSemidef ∧
      invSqrt hM.isHermitian * M * invSqrt hM.isHermitian = 1 := by
  have h := hM.isHermitian
  constructor
  · exact (PosSemidef.diagonal (fun i =>
      Complex.zero_le_real.2 (inv_nonneg.2 (Real.sqrt_nonneg _)))).mul_mul_conjTranspose_same _
  -- in the eigenbasis the claim is one scalar identity per eigenvalue
  have key : ∀ V D L : Matrix k k ℂ, Vᴴ * V = 1 → D * L * D = 1 →
      (V * D * Vᴴ) * (V * L * Vᴴ) * (V * D * Vᴴ) = 1 := by
    intro V D L hV hD
    have hV' : V * Vᴴ = 1 := mul_eq_one_comm.mp hV
    calc (V * D * Vᴴ) * (V * L * Vᴴ) * (V * D * Vᴴ)
        = V * (D * (Vᴴ * V) * L * (Vᴴ * V) * D) * Vᴴ := by simp only [Matrix.mul_assoc]
      _ = 1 := by rw [hV, Matrix.mul_one, Matrix.mul_one, hD, Matrix.mul_one, hV']
  have hspec : M = (h.eigenvectorUnitary : Matrix k k ℂ) *
      diagonal (fun i => ((h.eigenvalues i : ℝ) : ℂ)) *
      (h.eigenvectorUnitary : Matrix k k ℂ)ᴴ := by
    have h1 := h.spectral_theorem
    rw [Unitary.conjStarAlgAut_apply] at h1
    exact h1
  refine (congrArg (fun X => invSqrt h * X * invSqrt h) hspec).trans
    (key _ _ _ (mem_unitaryGroup_iff'.mp h.eigenvectorUnitary.2) ?_)
  rw [diagonal_mul_diagonal, diagonal_mul_diagonal, ← diagonal_one]
  congr 1
  funext i
  have hp : 0 < h.eigenvalues i := hM.eigenvalues_pos i
  have hs : √(h.eigenvalues i) ≠ 0 := (Real.sqrt_pos.2 hp).ne'
  have hr : (√(h.eigenvalues i))⁻¹ * h.eigenvalues i * (√(h.eigenvalues i))⁻¹ = 1 := by
    calc (√(h.eigenvalues i))⁻¹ * h.eigenvalues i * (√(h.eigenvalues i))⁻¹
        = (√(h.eigenvalues i))⁻¹ * (√(h.eigenvalues i) * √(h.eigenvalues i)) *
            (√(h.eigenvalues i))⁻¹ := by rw [Real.mul_self_sqrt hp.le]
      _ = 1 := by rw [inv_mul_cancel_left₀ hs, mul_inv_cancel₀ hs]
  exact_mod_cast hr

/-- If the bands `C` are `S`-orthonormal, the `S`-overlap matrix of the combinations `C Q`
is `Qᴴ Q`. -/
theorem overlap_mul {S : Matrix n n ℂ} {C : Matrix n k ℂ} (hC : Cᴴ * S * C = 1)
    (Q : Matrix k k ℂ) : (C * Q)ᴴ * S * (C * Q) = Qᴴ * Q := by
  calc (C * Q)ᴴ * S * (C * Q) = Qᴴ * (Cᴴ * S * C) * Q := by
        simp only [conjTranspose_mul, Matrix.mul_assoc]
    _ = Qᴴ * Q := by rw [hC, Matrix.mul_one]

/-- For invertible `A` the matrix `A (Aᴴ A)^(-1/2)` is unitary. -/
theorem polar_unitary {A : Matrix k k ℂ} (hA : IsUnit A) :
    A * invSqrt (isHermitian_conjTranspose_mul_self A) ∈ unitaryGroup k ℂ := by
  obtain ⟨hR, h1⟩ := invSqrt_spec
    (PosDef.conjTranspose_mul_self A (mulVec_injective_of_isUnit hA))
  rw [mem_unitaryGroup_iff', star_eq_conjTranspose, conjTranspose_mul, hR.isHermitian.eq]
  simpa only [Matrix.mul_assoc] using h1

/-- A unitary mixing `U` of the bands leaves the projected Wannier columns unchanged. -/
theorem wannier_gauge (S : Matrix n n ℂ) (C G : Matrix n k ℂ) {U : Matrix k k ℂ}
    (hU : U ∈ unitaryGroup k ℂ) : wannier S (C * U) G = wannier S C G := by
  have hUU : U * Uᴴ = 1 := mem_unitaryGroup_iff.mp hU
  have hP : projection S (C * U) G = Uᴴ * projection S C G := by
    simp only [projection, conjTranspose_mul, Matrix.mul_assoc]
  -- the Gram matrix of the projections does not see the gauge
  have hG : (projection S (C * U) G)ᴴ * projection S (C * U) G =
      (projection S C G)ᴴ * projection S C G := by
    rw [hP, conjTranspose_mul, conjTranspose_conjTranspose, Matrix.mul_assoc,
      ← Matrix.mul_assoc U, hUU, Matrix.one_mul]
  have hcongr : ∀ (M N : Matrix k k ℂ) (hM : M.IsHermitian) (hN : N.IsHermitian),
      M = N → invSqrt hM = invSqrt hN := by
    intro M N hM hN h
    subst h
    rfl
  unfold wannier
  rw [hcongr _ _ _ (isHermitian_conjTranspose_mul_self (projection S C G)) hG, hP,
    Matrix.mul_assoc C, Matrix.mul_assoc Uᴴ, ← Matrix.mul_assoc U, hUU, Matrix.one_mul]

/-- For `S`-orthonormal bands `C` and invertible projections `Cᴴ S G`, the projected Wannier
columns are `S`-orthonormal and do not change when `C` becomes `C U` with `U` unitary. -/
theorem wannier_orthonormal_and_gauge_invariant {S : Matrix n n ℂ} {C G : Matrix n k ℂ}
    (hC : Cᴴ * S * C = 1) (hA : IsUnit (projection S C G)) :
    (wannier S C G)ᴴ * S * wannier S C G = 1 ∧
      ∀ U ∈ unitaryGroup k ℂ, wannier S (C * U) G = wannier S C G :=
  ⟨(overlap_mul hC _).trans (mem_unitaryGroup_iff'.mp (polar_unitary hA)),
    fun _ hU => wannier_gauge S C G hU⟩

/-- Multiplying each band by its own phase `exp (i θ)` leaves the projected Wannier columns
unchanged. -/
theorem wannier_phases (S : Matrix n n ℂ) (C G : Matrix n k ℂ) (θ : k → ℝ) :
    wannier S (C * diagonal (fun j => Complex.exp (θ j * Complex.I))) G = wannier S C G := by
  apply wannier_gauge
  rw [mem_unitaryGroup_iff, star_eq_conjTranspose, diagonal_conjTranspose,
    diagonal_mul_diagonal, ← diagonal_one]
  congr 1
  funext j
  change Complex.exp (θ j * Complex.I) *
    (starRingEnd ℂ) (Complex.exp (θ j * Complex.I)) = 1
  rw [Complex.mul_conj, Complex.normSq_eq_norm_sq, Complex.norm_exp_ofReal_mul_I]
  norm_num

/-- If `C` and its combinations `C M` are both `S`-orthonormal, they give the same projected
Wannier columns. -/
theorem wannier_eq_of_frames {S : Matrix n n ℂ} {C : Matrix n k ℂ} (G : Matrix n k ℂ)
    {M : Matrix k k ℂ} (hC : Cᴴ * S * C = 1) (hM : (C * M)ᴴ * S * (C * M) = 1) :
    wannier S (C * M) G = wannier S C G :=
  wannier_gauge S C G (mem_unitaryGroup_iff'.mpr ((overlap_mul hC M).symm.trans hM))

/-- For invertible projections, the Wannier columns `W` and the bands `C` have the same
density matrix, `W Wᴴ = C Cᴴ`. -/
theorem wannier_density {S : Matrix n n ℂ} {C G : Matrix n k ℂ}
    (hA : IsUnit (projection S C G)) :
    wannier S C G * (wannier S C G)ᴴ = C * Cᴴ := by
  have hQ := mem_unitaryGroup_iff.mp (polar_unitary hA)
  rw [star_eq_conjTranspose] at hQ
  unfold wannier
  rw [conjTranspose_mul C, Matrix.mul_assoc C, ← Matrix.mul_assoc _ _ Cᴴ, hQ, Matrix.one_mul]

/-- For `S`-orthonormal bands `C`, the projected trial orbitals `C A` can be made
`S`-orthonormal by some square right factor exactly when `A = Cᴴ S G` is invertible. -/
theorem orthonormalizable_iff {S : Matrix n n ℂ} {C G : Matrix n k ℂ}
    (hC : Cᴴ * S * C = 1) :
    (∃ R : Matrix k k ℂ, (C * (projection S C G * R))ᴴ * S *
      (C * (projection S C G * R)) = 1) ↔ IsUnit (projection S C G) := by
  constructor
  · rintro ⟨R, hR⟩
    rw [overlap_mul hC] at hR
    have h := mul_eq_one_comm.mp hR
    rw [Matrix.mul_assoc] at h
    exact ⟨⟨_, _, h, mul_eq_one_comm.mp h⟩, rfl⟩
  · intro hA
    exact ⟨_, (wannier_orthonormal_and_gauge_invariant hC hA).1⟩

/-- Two bands in a three-function basis with a non-diagonal overlap matrix: the bands are
`S`-orthonormal and the projections of the two trial orbitals are invertible. -/
theorem wannier_witness :
    let S : Matrix (Fin 3) (Fin 3) ℂ := !![1, 0, 1; 0, 1, 0; 1, 0, 2]
    let C : Matrix (Fin 3) (Fin 2) ℂ := !![1, 0; 0, 1; 0, 0]
    let G : Matrix (Fin 3) (Fin 2) ℂ := !![1, 1; 0, 1; 1, 0]
    Cᴴ * S * C = 1 ∧ IsUnit (projection S C G) := by
  intro S C G
  constructor
  · ext i j
    fin_cases i <;> fin_cases j <;>
      simp [S, C, Matrix.mul_apply, Fin.sum_univ_succ]
  · have h : projection S C G = !![2, 1; 0, 1] := by
      ext i j
      fin_cases i <;> fin_cases j <;>
        norm_num [projection, S, C, G, Matrix.mul_apply, Fin.sum_univ_succ]
    rw [h, isUnit_iff_isUnit_det, det_fin_two_of, isUnit_iff_ne_zero]
    norm_num

end

end ProjectedWannier
```

```lean
#print axioms ProjectedWannier.wannier_gauge
#print axioms ProjectedWannier.wannier_eq_of_frames
#print axioms ProjectedWannier.wannier_density
#print axioms ProjectedWannier.orthonormalizable_iff
```

```
'ProjectedWannier.wannier_gauge' depends on axioms: [propext, Classical.choice, Quot.sound]
'ProjectedWannier.wannier_eq_of_frames' depends on axioms: [propext, Classical.choice, Quot.sound]
'ProjectedWannier.wannier_density' depends on axioms: [propext, Classical.choice, Quot.sound]
'ProjectedWannier.orthonormalizable_iff' depends on axioms: [propext, Classical.choice, Quot.sound]
```

## From the inverse root to the main theorem

`invSqrt_spec` proves $RMR=1$: `key` cancels the eigenvector matrices, leaving one scalar identity per eigenvalue. `polar_unitary` turns this into unitarity of $Q$, and `overlap_mul` reduces the overlap of $CQ$ to $Q^\dagger Q$. In `wannier_gauge`, `hP` is $A\to U^\dagger A$ and `hG` is the invariance of $A^\dagger A$. This lemma needs neither `hC` nor `hA`: the cancellation uses only $UU^\dagger=1$, and `invSqrt` is defined for singular $A^\dagger A$ too.

`wannier_phases` specialises to diagonal phases, and `wannier_eq_of_frames` derives the unitarity of the mixing from orthonormality of both frames. `wannier_density` and `orthonormalizable_iff` are the two closing remarks of the derivation. `wannier_witness` gives an example with three basis functions, two bands and a non-diagonal $S$.

## Equal matrices, equal eigenvectors

`invSqrt` takes a proof that its matrix is Hermitian, so replacing the matrix alone would leave a proof about the wrong one. The local lemma `hcongr` therefore varies matrix and proof together. After `subst h` the matrices are identical, any two proofs of the same proposition count as equal, and `rfl` closes the goal. Uniqueness of eigenvectors is never needed: Mathlib's choice is a fixed function of its input.

## The singular value alternative

With a singular value decomposition $A=X\Sigma Y^\dagger$, one may define $Q=XY^\dagger$. For invertible $A$ this is the same matrix, and no inverse root appears. The work moves to showing that $XY^\dagger$ does not depend on the chosen decomposition, which fails for singular $A$.
